# A Hermitian matrix with levels in $(-\pi/\tau,\pi/\tau]$ is fixed by its propagator over one step $\tau>0$

The propagator of a time-independent Hamiltonian $H$ over a time step $\tau$ is $e^{-i\tau H}$, in units with $\hbar=1$. A level of energy $E$ enters it only through the factor $p(E)=e^{-i\tau E}$, which is periodic in $E$, so different Hamiltonians can produce the same step. If $A$ and $B$ are Hermitian, have all their levels in $(-\pi/\tau,\pi/\tau]$ and have equal propagators, then $A=B$. The bound $\pi/\tau$ is called the Nyquist energy here.

Hamiltonians are complex matrices over a finite index type `n`. Truncating an actual system to such a matrix is a step that the hypotheses do not address.

In Lean 4 with Mathlib:

```lean
import Mathlib

open Matrix NormedSpace
open scoped Real

namespace NyquistEnergy

noncomputable section

variable {n : Type*} [Fintype n] [DecidableEq n]

/-- The propagator `exp(-i τ H)` over one time step `τ`. -/
def propagator (τ : ℝ) (H : Matrix n n ℂ) : Matrix n n ℂ :=
  NormedSpace.exp ((-(Complex.I * τ)) • H)
```

`phase` is the complex factor $p(E)$, not its angle.

```lean
/-- The phase `exp(-i τ E)` that a level of energy `E` collects in one time step. -/
def phase (τ E : ℝ) : ℂ := Complex.exp (-(Complex.I * τ) * E)
```

`LevelsIn H S` says that every real $E$ with $Hv=Ev$ for some nonzero $v$, normalised or not, lies in $S$. For Hermitian $H$ this concerns the whole spectrum.

```lean
/-- Every real eigenvalue of `H` lies in the set `S` of energies. -/
def LevelsIn (H : Matrix n n ℂ) (S : Set ℝ) : Prop :=
  ∀ (E : ℝ) (v : n → ℂ), v ≠ 0 → H *ᵥ v = (E : ℂ) • v → E ∈ S
```

In `fromLevels U e`, the letter $U$ stands for a matrix whose columns are states, not for time evolution. Its unitarity is a separate hypothesis, `Uᴴ * U = 1`.

```lean
/-- The matrix `U diag(e) U†` built from real energies `e` and a matrix `U` of states. -/
def fromLevels (U : Matrix n n ℂ) (e : n → ℝ) : Matrix n n ℂ :=
  U * diagonal (fun k => (e k : ℂ)) * Uᴴ
```

## A positive time step

The system is propagated forward by a finite time. For integer $m$,
$$p(E+2\pi m/\tau)=e^{-i\tau E}e^{-2\pi i m}=p(E),$$
which needs only $\tau\neq0$. `phase_shift` obtains this from the criterion for two complex exponentials to be equal.

At $\tau=0$ every propagator is the identity and carries no information about $H$. For $\tau<0$ the interval as written is empty; backward propagation needs $|\tau|$ in its place.

```lean
/-- For a nonzero time step, shifting an energy by a multiple of `2π/τ` leaves its phase
unchanged. -/
theorem phase_shift {τ : ℝ} (hτ : τ ≠ 0) (E : ℝ) (m : ℤ) :
    phase τ (E + m * (2 * π / τ)) = phase τ E := by
  have hτ' : (τ : ℂ) ≠ 0 := by exact_mod_cast hτ
  have hc : (τ : ℂ) * (2 * π / τ) = 2 * π := by field_simp
  refine Complex.exp_eq_exp_iff_exists_int.mpr ⟨-m, ?_⟩
  push_cast
  linear_combination (-(Complex.I * m)) * hc
```

## One half-open window for both matrices

Physically, the window is prior knowledge of where the spectrum lies. `Set.Ioc E₀ (E₀ + 2 * π / τ)` excludes its lower edge and includes its upper one; `E₀` is that lower edge, not a ground-state energy.

Let $a,b$ lie in the window with $p(a)=p(b)$. Then $\tau(b-a)=2\pi m$ for an integer $m$. Since one edge is missing, $|b-a|<2\pi/\tau$ strictly, so $|m|<1$, $m=0$ and $a=b$. In the proof, `h1` and `h2` are the two strict bounds, and `omega` concludes that the integer is zero.

It is not enough to confine only one matrix to the window: for the window $(-\pi/\tau,\pi/\tau]$, the $1\times1$ matrix $0$ lies inside and $2\pi/\tau$ outside, and they have the same propagator.

```lean
/-- For `τ > 0`, two energies in one half-open window of width `2π/τ` with equal phases
are equal. -/
theorem phase_injective {τ E₀ a b : ℝ} (hτ : 0 < τ)
    (ha : a ∈ Set.Ioc E₀ (E₀ + 2 * π / τ)) (hb : b ∈ Set.Ioc E₀ (E₀ + 2 * π / τ))
    (h : phase τ a = phase τ b) : a = b := by
  obtain ⟨m, hm⟩ := Complex.exp_eq_exp_iff_exists_int.mp h
  have hc : (τ : ℂ) * (b - a) = m * (2 * π) := by
    apply mul_left_cancel₀ Complex.I_ne_zero
    linear_combination hm
  have hr : τ * (b - a) = m * (2 * π) := by exact_mod_cast hc
  have hw : τ * (2 * π / τ) = 2 * π := by field_simp
  have h1 : τ * (b - a) < τ * (2 * π / τ) :=
    mul_lt_mul_of_pos_left (by linarith [ha.1, hb.2]) hτ
  have h2 : τ * (a - b) < τ * (2 * π / τ) :=
    mul_lt_mul_of_pos_left (by linarith [hb.1, ha.2]) hτ
  -- the winding number `m` lies strictly between `-1` and `1`
  have m1 : (m : ℝ) < 1 := by nlinarith [Real.pi_pos]
  have m2 : (-1 : ℝ) < m := by nlinarith [Real.pi_pos]
  have m1' : m < 1 := by exact_mod_cast m1
  have m2' : -1 < m := by exact_mod_cast m2
  have m0 : m = 0 := by omega
  rw [m0, Int.cast_zero, zero_mul] at hr
  rcases mul_eq_zero.mp hr with h0 | h0 <;> linarith
```

## Hermitian Hamiltonians

Hermiticity gives real energies and an orthonormal eigenbasis. With the eigenvectors as columns of $U$, $HU=U\,\mathrm{diag}(e)$ and $UU^\dagger=1$, hence $H=U\,\mathrm{diag}(e)\,U^\dagger$. `exists_fromLevels` proves the column equation `hcol` from Mathlib's eigenvector basis and then multiplies by $U^\dagger$.

```lean
/-- A Hermitian matrix with all levels in `S` is `U diag(e) U†` with `U` unitary and all
energies `e` in `S`. -/
theorem exists_fromLevels {H : Matrix n n ℂ} {S : Set ℝ} (hH : H.IsHermitian)
    (hS : LevelsIn H S) :
    ∃ (U : Matrix n n ℂ) (e : n → ℝ), Uᴴ * U = 1 ∧ H = fromLevels U e ∧ ∀ k, e k ∈ S := by
  have hU : (hH.eigenvectorUnitary : Matrix n n ℂ)ᴴ * hH.eigenvectorUnitary = 1 :=
    Matrix.mem_unitaryGroup_iff'.mp hH.eigenvectorUnitary.2
  refine ⟨hH.eigenvectorUnitary, hH.eigenvalues, hU, ?_, fun k => ?_⟩
  · have hcol : H * (hH.eigenvectorUnitary : Matrix n n ℂ) =
        hH.eigenvectorUnitary * diagonal (fun k => (hH.eigenvalues k : ℂ)) := by
      ext i k
      have h := congrFun (hH.mulVec_eigenvectorBasis k) i
      rw [Matrix.mul_diagonal]
      simpa [Matrix.mul_apply, Matrix.mulVec, dotProduct, mul_comm] using h
    rw [fromLevels, ← hcol, mul_assoc, mul_eq_one_comm.mp hU, mul_one]
  · refine hS _ (hH.eigenvectorBasis k).ofLp (fun h0 => ?_) ?_
    · apply hH.eigenvectorBasis.orthonormal.ne_zero k
      ext i
      exact congrFun h0 i
    · rw [hH.mulVec_eigenvectorBasis]
      ext i
      simp
```

Conversely, suppose $U\,\mathrm{diag}(e)\,U^\dagger v=Ev$ with $v\neq0$. Then $w=U^\dagger v$ is nonzero and $e_kw_k=Ew_k$ for every $k$. Choosing $k$ with $w_k\neq0$ gives $E=e_k$.

```lean
/-- For unitary `U`, every real eigenvalue of `U diag(e) U†` is one of the energies `e`, so it
lies in any set that contains them. -/
theorem levelsIn_fromLevels {U : Matrix n n ℂ} (hU : Uᴴ * U = 1) {e : n → ℝ} {S : Set ℝ}
    (he : ∀ k, e k ∈ S) : LevelsIn (fromLevels U e) S := by
  intro E v hv hE
  have h := congrArg (fun x => Uᴴ *ᵥ x) hE
  simp only [fromLevels, Matrix.mulVec_mulVec, Matrix.mulVec_smul] at h
  have h3 : Uᴴ * (U * diagonal (fun k => (e k : ℂ)) * Uᴴ) =
      diagonal (fun k => (e k : ℂ)) * Uᴴ := by
    rw [← mul_assoc, ← mul_assoc, hU, one_mul]
  rw [h3, ← Matrix.mulVec_mulVec] at h
  have hw : Uᴴ *ᵥ v ≠ 0 := by
    intro h0
    apply hv
    have hv' : U *ᵥ (Uᴴ *ᵥ v) = v := by
      rw [Matrix.mulVec_mulVec, mul_eq_one_comm.mp hU, Matrix.one_mulVec]
    rw [← hv', h0, Matrix.mulVec_zero]
  -- a component on which the rotated eigenvector does not vanish
  obtain ⟨k, hk⟩ := Function.ne_iff.mp hw
  have hkk := congrFun h k
  rw [Matrix.mulVec_diagonal, Pi.smul_apply, smul_eq_mul] at hkk
  have hE' : e k = E := Complex.ofReal_injective (mul_right_cancel₀ hk hkk)
  exact hE' ▸ he k
```

Since $(U D U^\dagger)^r=U D^r U^\dagger$ for diagonal $D$ and every power $r$, the exponential series gives
$$e^{-i\tau H}=U\,\mathrm{diag}(p(e_k))\,U^\dagger.$$
The proof uses `Matrix.exp_conj` and `Matrix.exp_diagonal` for this.

If neither matrix need be Hermitian, the result fails. The $1\times1$ matrices $i$ and $i+2\pi/\tau$ have no real eigenvalue, so `LevelsIn` holds for both, and both have propagator $e^{\tau}$. This example shows that non-real eigenvalues need some restriction; it does not show that both matrices must be Hermitian.

```lean
/-- For unitary `U`, the propagator of `U diag(e) U†` is `U diag(exp(-i τ e)) U†`. -/
theorem propagator_fromLevels (τ : ℝ) {U : Matrix n n ℂ} (hU : Uᴴ * U = 1) (e : n → ℝ) :
    propagator τ (fromLevels U e) = U * diagonal (fun k => phase τ (e k)) * Uᴴ := by
  have hU' : U * Uᴴ = 1 := mul_eq_one_comm.mp hU
  have hinv : U⁻¹ = Uᴴ := Matrix.inv_eq_right_inv hU'
  have hunit : IsUnit U := ⟨⟨U, Uᴴ, hU', hU⟩, rfl⟩
  have hd : (-(Complex.I * τ)) • diagonal (fun k => (e k : ℂ)) =
      diagonal (fun k => -(Complex.I * τ) * (e k : ℂ)) := by
    ext i j
    by_cases h : i = j <;> simp [h]
  have hs : (-(Complex.I * τ)) • fromLevels U e =
      U * diagonal (fun k => -(Complex.I * τ) * (e k : ℂ)) * U⁻¹ := by
    rw [fromLevels, hinv, ← hd, Matrix.mul_smul, Matrix.smul_mul]
  have hexp : NormedSpace.exp (fun k => -(Complex.I * τ) * (e k : ℂ)) =
      fun k => phase τ (e k) := by
    funext k
    simp [phase, Complex.exp_eq_exp_ℂ]
  rw [propagator, hs, Matrix.exp_conj _ _ hunit, Matrix.exp_diagonal, hexp, hinv]
```

## Equal propagators, global phase included

The two Hamiltonians must produce the same evolution over a single step. Write $A=U\,\mathrm{diag}(a)\,U^\dagger$ and $B=V\,\mathrm{diag}(b)\,V^\dagger$, with overlap matrix $W=V^\dagger U$. Multiplying the equality of propagators by $V^\dagger$ on the left and $U$ on the right gives
$$\mathrm{diag}(p(b_j))\,W=W\,\mathrm{diag}(p(a_k)),\qquad\text{so}\qquad (p(b_j)-p(a_k))\,W_{jk}=0.$$
Either $W_{jk}=0$, or the factors agree and the window forces $b_j=a_k$. In both cases $(b_j-a_k)W_{jk}=0$, that is, $\mathrm{diag}(b)\,W=W\,\mathrm{diag}(a)$. Therefore
$$A=VW\,\mathrm{diag}(a)\,U^\dagger=V\,\mathrm{diag}(b)\,WU^\dagger=V\,\mathrm{diag}(b)\,V^\dagger=B.$$
Degenerate levels need no separate treatment. In the proof, `hW` is the relation for the phases, the case split on `(Vᴴ * U) j k = 0` produces `hE` for the energies, and the last `calc` is the chain above.

Equality up to a global phase is not enough: $0$ and a constant $c$ with $0<c\le\pi/\tau$ differ, though their propagators differ only by the factor $e^{-i\tau c}$.

```lean
/-- For `τ > 0`, two Hermitian matrices with all levels in one half-open window of width
`2π/τ` and with the same propagator are equal. -/
theorem eq_of_propagator_eq {τ E₀ : ℝ} (hτ : 0 < τ) {A B : Matrix n n ℂ}
    (hA : A.IsHermitian) (hB : B.IsHermitian)
    (hAw : LevelsIn A (Set.Ioc E₀ (E₀ + 2 * π / τ)))
    (hBw : LevelsIn B (Set.Ioc E₀ (E₀ + 2 * π / τ)))
    (h : propagator τ A = propagator τ B) : A = B := by
  obtain ⟨U, a, hU, rfl, ha⟩ := exists_fromLevels hA hAw
  obtain ⟨V, b, hV, rfl, hb⟩ := exists_fromLevels hB hBw
  rw [propagator_fromLevels τ hU, propagator_fromLevels τ hV] at h
  -- the overlap matrix `V† U` intertwines the phases
  have hW : diagonal (fun k => phase τ (b k)) * (Vᴴ * U) =
      Vᴴ * U * diagonal (fun k => phase τ (a k)) := by
    calc _ = Vᴴ * V * diagonal (fun k => phase τ (b k)) * Vᴴ * U := by
          rw [hV, one_mul, mul_assoc]
      _ = Vᴴ * (V * diagonal (fun k => phase τ (b k)) * Vᴴ) * U := by simp only [mul_assoc]
      _ = Vᴴ * (U * diagonal (fun k => phase τ (a k)) * Uᴴ) * U := by rw [h]
      _ = Vᴴ * U * diagonal (fun k => phase τ (a k)) * (Uᴴ * U) := by simp only [mul_assoc]
      _ = _ := by rw [hU, mul_one]
  -- hence it intertwines the energies
  have hE : diagonal (fun k => (b k : ℂ)) * (Vᴴ * U) =
      Vᴴ * U * diagonal (fun k => (a k : ℂ)) := by
    ext j k
    have hjk := congrFun (congrFun hW j) k
    rw [Matrix.diagonal_mul, Matrix.mul_diagonal] at hjk ⊢
    by_cases hz : (Vᴴ * U) j k = 0
    · rw [hz, mul_zero, zero_mul]
    · have hp := mul_right_cancel₀ hz (hjk.trans (mul_comm _ _))
      rw [phase_injective hτ (hb j) (ha k) hp, mul_comm]
  calc fromLevels U a = V * Vᴴ * U * diagonal (fun k => (a k : ℂ)) * Uᴴ := by
        rw [mul_eq_one_comm.mp hV, one_mul, fromLevels]
    _ = V * (Vᴴ * U * diagonal (fun k => (a k : ℂ))) * Uᴴ := by simp only [mul_assoc]
    _ = V * (diagonal (fun k => (b k : ℂ)) * (Vᴴ * U)) * Uᴴ := by rw [hE]
    _ = V * diagonal (fun k => (b k : ℂ)) * Vᴴ * (U * Uᴴ) := by simp only [mul_assoc]
    _ = fromLevels V b := by rw [mul_eq_one_comm.mp hU, mul_one, fromLevels]
```

Setting $E_0=-\pi/\tau$ gives the symmetric window.

```lean
/-- No aliasing below the Nyquist energy: for `τ > 0`, Hermitian matrices with all levels in
`(-π/τ, π/τ]` and with the same propagator are equal. -/
theorem no_aliasing_below_nyquist {τ : ℝ} (hτ : 0 < τ) {A B : Matrix n n ℂ}
    (hA : A.IsHermitian) (hB : B.IsHermitian)
    (hAw : LevelsIn A (Set.Ioc (-(π / τ)) (π / τ)))
    (hBw : LevelsIn B (Set.Ioc (-(π / τ)) (π / τ)))
    (h : propagator τ A = propagator τ B) : A = B := by
  have hw : -(π / τ) + 2 * π / τ = π / τ := by ring
  exact eq_of_propagator_eq (E₀ := -(π / τ)) hτ hA hB (by rwa [hw]) (by rwa [hw]) h
```

## Folding levels from outside the window

A Hermitian $H$ with levels anywhere still shares its propagator with exactly one Hermitian matrix in a given window. Keep $U$ and replace each $e_k$ by $e_k+2\pi m_k/\tau$, with the integer $m_k$ chosen to land in the window. The factors $p(e_k)$ are unchanged, and uniqueness is the preceding result. In the proof, `choose` selects the integers.

```lean
/-- For `τ > 0`, every Hermitian matrix shares its propagator with exactly one Hermitian matrix
whose levels all lie in a given half-open window of width `2π/τ`. -/
theorem existsUnique_folded {τ : ℝ} (hτ : 0 < τ) (E₀ : ℝ) {H : Matrix n n ℂ}
    (hH : H.IsHermitian) :
    ∃! B : Matrix n n ℂ, B.IsHermitian ∧ LevelsIn B (Set.Ioc E₀ (E₀ + 2 * π / τ)) ∧
      propagator τ B = propagator τ H := by
  obtain ⟨U, e, hU, rfl, -⟩ :=
    exists_fromLevels (S := Set.univ) hH (fun _ _ _ _ => Set.mem_univ _)
  have hp : 0 < 2 * π / τ := by positivity
  -- fold each level into the window by a multiple of `2π/τ`
  choose m hm using fun k => (existsUnique_add_zsmul_mem_Ioc hp (e k) E₀).exists
  simp only [zsmul_eq_mul] at hm
  refine ⟨fromLevels U (fun k => e k + m k * (2 * π / τ)),
    ⟨?_, levelsIn_fromLevels hU hm, ?_⟩, ?_⟩
  · apply Matrix.isHermitian_mul_mul_conjTranspose
    rw [Matrix.IsHermitian, Matrix.diagonal_conjTranspose]
    exact congrArg Matrix.diagonal (funext fun k => Complex.conj_ofReal _)
  · simp only [propagator_fromLevels τ hU, phase_shift hτ.ne']
  · rintro C ⟨hC, hCw, hCp⟩
    refine eq_of_propagator_eq hτ hC ?_ hCw (levelsIn_fromLevels hU hm) ?_
    · apply Matrix.isHermitian_mul_mul_conjTranspose
      rw [Matrix.IsHermitian, Matrix.diagonal_conjTranspose]
      exact congrArg Matrix.diagonal (funext fun k => Complex.conj_ofReal _)
    · simp only [hCp, propagator_fromLevels τ hU, phase_shift hτ.ne']
```

## Only one edge can belong to the window

With both edges admitted, and at least one state, the constant Hamiltonians $\pi/\tau$ and $-\pi/\tau$ both qualify. Each has propagator $-1$, yet they differ. The proof writes both as `fromLevels 1` and applies `phase_shift` with $m=1$.

```lean
/-- The window cannot be closed at both ends: for `τ > 0` and at least one state, the constant
diagonal matrices `π/τ` and `-π/τ` have all levels in `[-π/τ, π/τ]` and the same propagator, but
differ. -/
theorem closed_window_aliases [Nonempty n] {τ : ℝ} (hτ : 0 < τ) :
    LevelsIn (diagonal fun _ : n => ((π / τ : ℝ) : ℂ)) (Set.Icc (-(π / τ)) (π / τ)) ∧
    LevelsIn (diagonal fun _ : n => ((-(π / τ) : ℝ) : ℂ)) (Set.Icc (-(π / τ)) (π / τ)) ∧
    propagator τ (diagonal fun _ : n => ((π / τ : ℝ) : ℂ)) =
      propagator τ (diagonal fun _ : n => ((-(π / τ) : ℝ) : ℂ)) ∧
    (diagonal fun _ : n => ((π / τ : ℝ) : ℂ)) ≠ diagonal fun _ : n => ((-(π / τ) : ℝ) : ℂ) := by
  have hpos : 0 < π / τ := by positivity
  have h1 : (1 : Matrix n n ℂ)ᴴ * 1 = 1 := by rw [Matrix.conjTranspose_one, one_mul]
  have hd : ∀ E : ℝ, (diagonal fun _ : n => (E : ℂ)) = fromLevels 1 (fun _ => E) := by
    intro E
    rw [fromLevels, Matrix.conjTranspose_one, one_mul, mul_one]
  have hph : phase τ (π / τ) = phase τ (-(π / τ)) := by
    rw [← phase_shift hτ.ne' (-(π / τ)) 1]
    congr 1
    push_cast
    ring
  refine ⟨?_, ?_, ?_, fun h0 => ?_⟩
  · rw [hd]
    exact levelsIn_fromLevels h1 (fun _ => ⟨by linarith, le_refl _⟩)
  · rw [hd]
    exact levelsIn_fromLevels h1 (fun _ => ⟨le_refl _, by linarith⟩)
  · rw [hd, hd, propagator_fromLevels τ h1, propagator_fromLevels τ h1, hph]
  · obtain ⟨k⟩ := ‹Nonempty n›
    have hk := congrFun (congrFun h0 k) k
    rw [Matrix.diagonal_apply_eq, Matrix.diagonal_apply_eq] at hk
    have hk' := Complex.ofReal_injective hk
    linarith

end

end NyquistEnergy
```

```lean
#print axioms NyquistEnergy.eq_of_propagator_eq
#print axioms NyquistEnergy.no_aliasing_below_nyquist
#print axioms NyquistEnergy.existsUnique_folded
#print axioms NyquistEnergy.closed_window_aliases
```

```
'NyquistEnergy.eq_of_propagator_eq' depends on axioms: [propext, Classical.choice, Quot.sound]
'NyquistEnergy.no_aliasing_below_nyquist' depends on axioms: [propext, Classical.choice, Quot.sound]
'NyquistEnergy.existsUnique_folded' depends on axioms: [propext, Classical.choice, Quot.sound]
'NyquistEnergy.closed_window_aliases' depends on axioms: [propext, Classical.choice, Quot.sound]
```

## Energies from a computed step

If the levels of a finite, time-independent Hermitian Hamiltonian are known to lie in $(-\pi/\tau,\pi/\tau]$, they can be read from its propagator over one time step $\tau>0$. One diagonalises it in an orthonormal basis, obtains eigenvalues $z_k$, and sets $E_k=-\arg(z_k)/\tau$ with $\arg z_k\in[-\pi,\pi)$, so that $z_k=-1$ gives $+\pi/\tau$. A level of $H$ inside $(-\pi/\tau,\pi/\tau]$ is read correctly; one outside is read at its folded value.

For $\tau=0.1$ the window is about $(-31.4,\,31.4]$. A level at $40$ is then read as $40-62.8=-22.8$. If the spectrum is known to lie between $0$ and $50$, the window starting at $E_0=-1$ contains it, and adding $2\pi/\tau\approx62.8$ to the reading restores $40$.
